# A conserved overlap sets a floor under the long-time average of the autocorrelation of a finite quantum system

Before propagating a spin cluster to long times, one can compute the traces tr(AQ) and tr(Q²) and obtain a floor for the long-time average of the polarization signal, without diagonalising the Hamiltonian. This applies to magnetic resonance simulations of finite, isolated systems with a time-independent Hamiltonian H.

Here A is the observed polarization and Q ≠ 0 is a conserved quantity, both Hermitian. From a weakly polarized high-temperature state (1 + εA)/d, with d the dimension, ε > 0 small and tr A = 0, the signal is εC(t)/d, where

C(t) = tr(A e^(−itH) A e^(itH)), with ħ = 1.

Applying the result to a real sample means neglecting relaxation by its surroundings.

The finite type `n` labels the basis states.

In Lean 4 with Mathlib:

```lean
import Mathlib

open Filter Topology NormedSpace

namespace ConservedPolarization

noncomputable section

variable {n : Type*} [Fintype n] [DecidableEq n]
```

The unnormalised trace product measures overlap; its real part is taken so that bounds are real inequalities.

```lean
/-- The real part of the trace product `tr(AB)` of two observables. -/
def overlap (A B : Matrix n n ℂ) : ℝ := (A * B).trace.re
```

The signal is C(t), without the factor ε/d.

```lean
/-- The autocorrelation `tr(A exp(-itH) A exp(itH))` of `A` at time `t`. -/
def autocorrelation (H A : Matrix n n ℂ) (t : ℝ) : ℂ :=
  (A * NormedSpace.exp ((-(Complex.I * t)) • H) * A *
    NormedSpace.exp ((Complex.I * t) • H)).trace
```

Its average over [0,T] is (1/T)∫₀ᵀ C(t) dt.

```lean
/-- The average of a signal over the times from `0` to `T`, for `T ≠ 0`. -/
def timeAverage (f : ℝ → ℂ) (T : ℝ) : ℂ := (T : ℂ)⁻¹ * ∫ t in (0 : ℝ)..T, f t
```

A plateau L is the limit of this average as T → ∞.

```lean
/-- The time-averaged autocorrelation of `A` converges to the real number `L`. -/
def IsPlateau (H A : Matrix n n ℂ) (L : ℝ) : Prop :=
  Tendsto (timeAverage (autocorrelation H A)) atTop (𝓝 (L : ℂ))
```

For Hermitian A and B, taking the real part loses nothing:

tr(AB)* = tr(B†A†) = tr(BA) = tr(AB).

```lean
omit [DecidableEq n] in
/-- The trace product of two Hermitian observables is real. -/
theorem ofReal_overlap {A B : Matrix n n ℂ} (hA : A.IsHermitian) (hB : B.IsHermitian) :
    (overlap A B : ℂ) = (A * B).trace := by
  have h : star (A * B).trace = (A * B).trace := by
    rw [← Matrix.trace_conjTranspose, Matrix.conjTranspose_mul, hA.eq, hB.eq,
      Matrix.trace_mul_comm]
  exact Complex.conj_eq_iff_re.mp h
```

## Bohr frequencies and the plateau

Write H = U diag(E) U† and B = U†AU. Cyclicity of the trace and B_kj = B_jk* give

C(t) = Σ_jk |B_jk|² e^(i(E_j − E_k)t).

The proof diagonalises the propagator, then expands the trace; `w j k` is |B_jk|².

```lean
/-- For Hermitian `H` and `A`, the autocorrelation is a sum of oscillations at differences of real
numbers `E j`, with nonnegative intensities `w j k`. -/
theorem spectral_expansion {H A : Matrix n n ℂ} (hH : H.IsHermitian) (hA : A.IsHermitian) :
    ∃ (E : n → ℝ) (w : n → n → ℝ), (∀ j k, 0 ≤ w j k) ∧ ∀ t : ℝ, autocorrelation H A t =
      ∑ j, ∑ k, (w j k : ℂ) * Complex.exp (Complex.I * ((E j - E k : ℝ) : ℂ) * t) := by
  obtain ⟨U, E, hU1, hU2, hD⟩ : ∃ (U : Matrix n n ℂ) (E : n → ℝ), star U * U = 1 ∧
      U * star U = 1 ∧ H = U * Matrix.diagonal (fun i => (E i : ℂ)) * star U := by
    refine ⟨hH.eigenvectorUnitary, hH.eigenvalues, Unitary.coe_star_mul_self _,
      Unitary.coe_mul_star_self _, ?_⟩
    have h := hH.spectral_theorem
    rw [Unitary.conjStarAlgAut_apply] at h
    exact h
  have hinv : U⁻¹ = star U := Matrix.inv_eq_right_inv hU2
  -- the propagator is diagonal in the energy basis
  have hexp : ∀ z : ℂ, NormedSpace.exp (z • H) =
      U * Matrix.diagonal (fun i => Complex.exp (z * E i)) * star U := by
    intro z
    have hd : z • Matrix.diagonal (fun i => (E i : ℂ)) =
        Matrix.diagonal (fun i => z * (E i : ℂ)) := by
      refine Matrix.ext fun i j => ?_
      by_cases h : i = j
      · subst h; simp
      · simp [h]
    have he : NormedSpace.exp (fun i => z * (E i : ℂ)) =
        fun i => Complex.exp (z * E i) := by
      funext i
      rw [Complex.exp_eq_exp_ℂ]
      exact NormedSpace.map_exp (Pi.evalRingHom (fun _ : n => ℂ) i) (continuous_apply i) _
    rw [hD, ← Matrix.smul_mul, ← Matrix.mul_smul, hd, ← hinv,
      Matrix.exp_conj _ _ ⟨⟨U, star U, hU2, hU1⟩, rfl⟩, Matrix.exp_diagonal, he]
  have hB : (star U * A * U).IsHermitian := by
    show star (star U * A * U) = _
    rw [star_mul, star_mul, star_star, show star A = A from hA, mul_assoc]
  refine ⟨E, fun j k => Complex.normSq ((star U * A * U) j k),
    fun j k => Complex.normSq_nonneg _, fun t => ?_⟩
  have hcyc : ∀ D F : Matrix n n ℂ, (A * (U * D * star U) * A * (U * F * star U)).trace =
      ((star U * A * U) * D * ((star U * A * U) * F)).trace := by
    intro D F
    calc _ = ((A * U * D * star U * A * U * F) * star U).trace := by
          simp only [Matrix.mul_assoc]
      _ = (star U * (A * U * D * star U * A * U * F)).trace := Matrix.trace_mul_comm _ _
      _ = _ := by simp only [Matrix.mul_assoc]
  rw [autocorrelation, hexp, hexp, hcyc]
  generalize star U * A * U = B at hB
  rw [Matrix.trace]
  refine Finset.sum_congr rfl fun j _ => ?_
  rw [Matrix.diag_apply, Matrix.mul_apply]
  refine Finset.sum_congr rfl fun k _ => ?_
  have hkj : B k j = (starRingEnd ℂ) (B j k) := (hB.apply k j).symm
  have hph : Complex.exp (Complex.I * ((E j - E k : ℝ) : ℂ) * t) =
      Complex.exp (-(Complex.I * t) * E k) * Complex.exp (Complex.I * t * E j) := by
    rw [← Complex.exp_add]
    congr 1
    push_cast
    ring
  rw [Matrix.mul_diagonal, Matrix.mul_diagonal, hph, ← Complex.mul_conj, hkj]
  ring
```

At frequency ω = 0 the average is 1. Otherwise

|(1/T)∫₀ᵀ e^(iωt) dt| = |e^(iωT) − 1|/(|ω|T) ≤ 2/(|ω|T) → 0,

which is the squeeze in the second case.

```lean
/-- The long-time average of an oscillation is one at zero frequency and zero otherwise. -/
theorem tendsto_average_phase (ω : ℝ) :
    Tendsto (timeAverage fun t => Complex.exp (Complex.I * (ω : ℂ) * t)) atTop
      (𝓝 ((if ω = 0 then 1 else 0 : ℝ) : ℂ)) := by
  by_cases h : ω = 0
  · subst h
    refine tendsto_const_nhds.congr' ?_
    filter_upwards [eventually_gt_atTop (0 : ℝ)] with T hT
    have hne : (T : ℂ) ≠ 0 := by exact_mod_cast hT.ne'
    simp [timeAverage, hne]
  · have hc : Complex.I * (ω : ℂ) ≠ 0 :=
      mul_ne_zero Complex.I_ne_zero (by exact_mod_cast h)
    have hn : ∀ s : ℝ, ‖Complex.exp (Complex.I * (ω : ℂ) * s)‖ = 1 := by
      intro s
      have hs : Complex.I * (ω : ℂ) * s = ((ω * s : ℝ) : ℂ) * Complex.I := by
        push_cast
        ring
      rw [hs, Complex.norm_exp_ofReal_mul_I]
    have h0 := (tendsto_inv_atTop_zero (𝕜 := ℝ)).mul_const (2 / ‖Complex.I * (ω : ℂ)‖)
    rw [zero_mul] at h0
    rw [if_neg h, Complex.ofReal_zero]
    refine squeeze_zero_norm' ?_ h0
    filter_upwards [eventually_gt_atTop (0 : ℝ)] with T hT
    simp only [timeAverage]
    rw [integral_exp_mul_complex hc, norm_mul, norm_inv, Complex.norm_real,
      Real.norm_of_nonneg hT.le, norm_div]
    gcongr
    refine (norm_sub_le _ _).trans ?_
    rw [hn, hn]
    norm_num
```

Averaging the finite sum term by term leaves only equal energies:

L = Σ_(E_j = E_k) |B_jk|² ≥ 0.

```lean
/-- For Hermitian `H` and `A`, the time-averaged autocorrelation converges to a
nonnegative plateau. -/
theorem exists_plateau {H A : Matrix n n ℂ} (hH : H.IsHermitian) (hA : A.IsHermitian) :
    ∃ L : ℝ, 0 ≤ L ∧ IsPlateau H A L := by
  obtain ⟨E, w, hw, hC⟩ := spectral_expansion hH hA
  refine ⟨∑ j, ∑ k, w j k * (if E j - E k = 0 then 1 else 0),
    Finset.sum_nonneg fun j _ => Finset.sum_nonneg fun k _ =>
      mul_nonneg (hw j k) (by split_ifs <;> norm_num), ?_⟩
  have havg : timeAverage (autocorrelation H A) = fun T => ∑ j, ∑ k, (w j k : ℂ) *
      timeAverage (fun t => Complex.exp (Complex.I * ((E j - E k : ℝ) : ℂ) * t)) T := by
    funext T
    simp only [timeAverage, hC]
    rw [intervalIntegral.integral_finsetSum, Finset.mul_sum]
    · refine Finset.sum_congr rfl fun j _ => ?_
      rw [intervalIntegral.integral_finsetSum, Finset.mul_sum]
      · refine Finset.sum_congr rfl fun k _ => ?_
        rw [intervalIntegral.integral_const_mul]
        ring
      · intro k _
        apply Continuous.intervalIntegrable
        fun_prop
    · intro j _
      apply Continuous.intervalIntegrable
      fun_prop
  unfold IsPlateau
  rw [havg]
  simp only [Complex.ofReal_sum, Complex.ofReal_mul]
  exact tendsto_finsetSum _ fun j _ => tendsto_finsetSum _ fun k _ =>
    (tendsto_average_phase (E j - E k)).const_mul _
```

## Subtracting what is conserved

Let K commute with H, hence with V = e^(−itH). Expanding (A − K)V(A − K)V⁻¹ under the trace gives

C_(A−K)(t) = C_A(t) − 2 tr(AK) + tr(K²).

```lean
/-- Subtracting a conserved quantity `K` from `A` shifts the autocorrelation by a
time-independent amount. -/
theorem autocorrelation_sub {H K : Matrix n n ℂ} (A : Matrix n n ℂ) (hK : Commute K H)
    (t : ℝ) : autocorrelation H (A - K) t =
      autocorrelation H A t - 2 * (A * K).trace + (K * K).trace := by
  have key : ∀ V W : Matrix n n ℂ, K * V = V * K → V * W = 1 →
      ((A - K) * V * (A - K) * W).trace =
        (A * V * A * W).trace - 2 * (A * K).trace + (K * K).trace := by
    intro V W hV hVW
    have hWV : W * V = 1 := mul_eq_one_comm.mp hVW
    have h1 : ∀ X : Matrix n n ℂ, X * V * K * W = X * K := by
      intro X
      calc X * V * K * W = X * (V * K) * W := by simp only [mul_assoc]
        _ = X * K * (V * W) := by rw [← hV]; simp only [mul_assoc]
        _ = X * K := by rw [hVW, mul_one]
    have h2 : (K * V * A * W).trace = (A * K).trace := by
      rw [Matrix.trace_mul_comm, hV, mul_assoc V K A, ← mul_assoc W V, hWV, one_mul,
        Matrix.trace_mul_comm]
    have h3 : (A - K) * V * (A - K) * W =
        A * V * A * W - A * V * K * W - K * V * A * W + K * V * K * W := by noncomm_ring
    rw [h3, h1, h1, Matrix.trace_add, Matrix.trace_sub, Matrix.trace_sub, h2]
    ring
  refine key _ _ (hK.smul_right _).exp_right.eq ?_
  rw [← Matrix.exp_add_of_commute _ _ (((Commute.refl H).smul_left _).smul_right _),
    ← add_smul, neg_add_cancel, zero_smul, NormedSpace.exp_zero]
```

For Hermitian K, the plateau of A − K is nonnegative. Uniqueness of limits identifies it with the shifted plateau of A, so

L ≥ 2 tr(AK) − tr(K²).

```lean
/-- Every Hermitian conserved quantity `K` bounds the plateau of a Hermitian `A` under a
Hermitian `H` from below by `2 tr(AK) - tr(K²)`. -/
theorem variational_bound {H A K : Matrix n n ℂ} {L : ℝ} (hH : H.IsHermitian)
    (hA : A.IsHermitian) (hK : K.IsHermitian) (hKH : Commute K H) (hL : IsPlateau H A L) :
    2 * overlap A K - overlap K K ≤ L := by
  obtain ⟨L', h0, hL'⟩ := exists_plateau hH (hA.sub hK)
  obtain ⟨E, w, -, hC⟩ := spectral_expansion hH hA
  have hcont : Continuous (autocorrelation H A) := by
    rw [show autocorrelation H A = _ from funext hC]
    fun_prop
  obtain ⟨c, hc⟩ : ∃ c : ℝ, c = 2 * overlap A K - overlap K K := ⟨_, rfl⟩
  have hf : autocorrelation H (A - K) = fun t => autocorrelation H A t - (c : ℂ) := by
    funext t
    rw [autocorrelation_sub A hKH, hc]
    push_cast
    rw [ofReal_overlap hA hK, ofReal_overlap hK hK]
    ring
  have hlim : Tendsto (timeAverage (autocorrelation H (A - K))) atTop
      (𝓝 ((L : ℂ) - c)) := by
    refine (Filter.Tendsto.sub_const hL (c : ℂ)).congr' ?_
    filter_upwards [eventually_gt_atTop (0 : ℝ)] with T hT
    have hne : (T : ℂ) ≠ 0 := by exact_mod_cast hT.ne'
    have hi : ∫ t in (0 : ℝ)..T, (autocorrelation H A t - (c : ℂ)) =
        (∫ t in (0 : ℝ)..T, autocorrelation H A t) - ∫ _t in (0 : ℝ)..T, (c : ℂ) :=
      intervalIntegral.integral_sub (hcont.intervalIntegrable 0 T)
        (continuous_const.intervalIntegrable 0 T)
    rw [hf]
    simp only [timeAverage]
    rw [hi, intervalIntegral.integral_const, sub_zero, Complex.real_smul, mul_sub,
      ← mul_assoc, inv_mul_cancel₀ hne, one_mul]
  have hu : L - c = L' := by exact_mod_cast tendsto_nhds_unique hlim hL'
  linarith
```

Since Q ≠ 0, tr(Q²) = Σ_ij |Q_ij|² > 0. Choose K = rQ with r = tr(AQ)/tr(Q²):

L ≥ 2r tr(AQ) − r² tr(Q²) = tr(AQ)²/tr(Q²).

Mazur's bound is usually stated with thermal averages; this version uses the infinite-temperature trace.

```lean
/-- Mazur bound: for Hermitian `H`, `A` and a nonzero Hermitian `Q` commuting with `H`, the
averaged autocorrelation of `A` converges to a limit at least `tr(AQ)² / tr(Q²)`. -/
theorem mazur_bound {H A Q : Matrix n n ℂ} (hH : H.IsHermitian) (hA : A.IsHermitian)
    (hQ : Q.IsHermitian) (hQ0 : Q ≠ 0) (hQH : Commute Q H) :
    ∃ L : ℝ, IsPlateau H A L ∧ 0 < overlap Q Q ∧ overlap A Q ^ 2 / overlap Q Q ≤ L := by
  obtain ⟨L, -, hL⟩ := exists_plateau hH hA
  have hsum : overlap Q Q = ∑ i, ∑ j, Complex.normSq (Q i j) := by
    simp only [overlap, Matrix.trace, Matrix.diag_apply, Matrix.mul_apply, Complex.re_sum]
    refine Finset.sum_congr rfl fun i _ => Finset.sum_congr rfl fun j _ => ?_
    rw [← hQ.apply j i]
    exact congrArg Complex.re (Complex.mul_conj (Q i j))
  have hpos : 0 < overlap Q Q := by
    obtain ⟨i, j, hij⟩ : ∃ i j, Q i j ≠ 0 := by
      by_contra! hc
      exact hQ0 (Matrix.ext fun i j => hc i j)
    rw [hsum]
    exact Finset.sum_pos' (fun i _ => Finset.sum_nonneg fun j _ => Complex.normSq_nonneg _)
      ⟨i, Finset.mem_univ i, Finset.sum_pos' (fun j _ => Complex.normSq_nonneg _)
        ⟨j, Finset.mem_univ j, Complex.normSq_pos.mpr hij⟩⟩
  refine ⟨L, hL, hpos, ?_⟩
  -- the best multiple of Q is the projection of A onto Q
  obtain ⟨r, hr⟩ : ∃ r : ℝ, r = overlap A Q / overlap Q Q := ⟨_, rfl⟩
  have hs : ∀ X : Matrix n n ℂ, overlap X (r • Q) = r * overlap X Q := fun X => by
    simp [overlap]
  have hs' : overlap (r • Q) Q = r * overlap Q Q := by simp [overlap]
  have hrQ : (r • Q).IsHermitian := by
    rw [Matrix.IsHermitian, Matrix.conjTranspose_smul, star_trivial, hQ.eq]
  have h := variational_bound hH hA hrQ (hQH.smul_left r) hL
  rw [hs, hs, hs'] at h
  have e : overlap A Q ^ 2 / overlap Q Q =
      2 * (r * overlap A Q) - r * (r * overlap Q Q) := by
    rw [hr]
    field_simp
    ring
  rw [e]
  exact h
```

For conserved Q_k with tr(Q_j Q_k) = δ_jk, set a_k = tr(AQ_k) and K = Σ_k a_k Q_k. Then

L ≥ 2Σ_k a_k² − Σ_k a_k² = Σ_k a_k².

```lean
/-- For Hermitian `H` and `A`, the squared overlaps of `A` with an orthonormal family of
Hermitian conserved quantities add up to a lower bound on the plateau. -/
theorem mazur_bound_family {ι : Type*} [Fintype ι] [DecidableEq ι] {H A : Matrix n n ℂ}
    {Q : ι → Matrix n n ℂ} (hH : H.IsHermitian) (hA : A.IsHermitian)
    (hQ : ∀ k, (Q k).IsHermitian) (hQH : ∀ k, Commute (Q k) H)
    (horth : ∀ j k, overlap (Q j) (Q k) = if j = k then 1 else 0) :
    ∃ L : ℝ, IsPlateau H A L ∧ ∑ k, overlap A (Q k) ^ 2 ≤ L := by
  obtain ⟨L, -, hL⟩ := exists_plateau hH hA
  refine ⟨L, hL, ?_⟩
  obtain ⟨K, hK⟩ : ∃ K, K = ∑ k, overlap A (Q k) • Q k := ⟨_, rfl⟩
  have hlin : ∀ X, overlap X K = ∑ k, overlap A (Q k) * overlap X (Q k) := by
    intro X
    rw [hK]
    simp only [overlap, Finset.mul_sum, Matrix.trace_sum, Matrix.mul_smul,
      Matrix.trace_smul, Complex.re_sum, Complex.smul_re, smul_eq_mul]
  have hKQ : ∀ k, overlap K (Q k) = overlap A (Q k) := by
    intro k
    rw [show overlap K (Q k) = overlap (Q k) K by
      rw [overlap, overlap, Matrix.trace_mul_comm], hlin]
    simp [horth]
  have hKh : K.IsHermitian := by
    rw [Matrix.IsHermitian, hK, Matrix.conjTranspose_sum]
    refine Finset.sum_congr rfl fun k _ => ?_
    rw [Matrix.conjTranspose_smul, star_trivial, (hQ k).eq]
  have hKH : Commute K H := by
    rw [hK]
    exact Commute.sum_left _ _ _ fun k _ => (hQH k).smul_left _
  have h := variational_bound hH hA hKh hKH hL
  rw [hlin A, hlin K] at h
  simp only [hKQ, ← pow_two] at h
  linarith
```

Let c lie below the single-Q bound. If Re C(t) ≤ c for all t ≥ T₀, then with M = ∫₀^T₀ Re C(t) dt the real part of the average is at most

(M + (T − T₀)c)/T → c,

contradicting L > c. Thus the signal exceeds c at arbitrarily late times. The theorem's name, `no_depletion`, refers to this recurrence when c is positive; momentary zeros remain possible.

```lean
/-- For Hermitian `H`, `A` and a Hermitian conserved `Q`, if `c tr(Q²) < tr(AQ)²` then the
autocorrelation exceeds `c` at arbitrarily late times. -/
theorem no_depletion {H A Q : Matrix n n ℂ} (hH : H.IsHermitian) (hA : A.IsHermitian)
    (hQ : Q.IsHermitian) (hQH : Commute Q H) {c : ℝ}
    (hc : c * overlap Q Q < overlap A Q ^ 2) (T₀ : ℝ) :
    ∃ t, T₀ ≤ t ∧ c < (autocorrelation H A t).re := by
  have hQ0 : Q ≠ 0 := by
    rintro rfl
    simp [overlap] at hc
  obtain ⟨L, hL, hpos, hb⟩ := mazur_bound hH hA hQ hQ0 hQH
  have hcL : c < L := ((lt_div_iff₀ hpos).mpr hc).trans_le hb
  obtain ⟨E, w, -, hC⟩ := spectral_expansion hH hA
  have hcont : Continuous (autocorrelation H A) := by
    rw [show autocorrelation H A = _ from funext hC]
    fun_prop
  have hre : Continuous fun t => (autocorrelation H A t).re :=
    Complex.continuous_re.comp hcont
  by_contra! hlow
  -- a signal below c at all late times has an average of at most c in the limit
  obtain ⟨M, hM⟩ : ∃ M, M = ∫ t in (0 : ℝ)..T₀, (autocorrelation H A t).re := ⟨_, rfl⟩
  have hup := ((tendsto_inv_atTop_zero (𝕜 := ℝ)).mul_const (M - T₀ * c)).add_const c
  rw [zero_mul, zero_add] at hup
  have hlim := (Complex.continuous_re.tendsto (L : ℂ)).comp hL
  have hle : (L : ℂ).re ≤ c := by
    refine le_of_tendsto_of_tendsto hlim hup ?_
    filter_upwards [eventually_gt_atTop (0 : ℝ), eventually_ge_atTop T₀] with T hT hT₀
    have h1 : ∫ t in (0 : ℝ)..T, (autocorrelation H A t).re =
        (∫ t in (0 : ℝ)..T, autocorrelation H A t).re :=
      Complex.reCLM.intervalIntegral_comp_comm (hcont.intervalIntegrable 0 T)
    have h2 := intervalIntegral.integral_add_adjacent_intervals
      (hre.intervalIntegrable (μ := MeasureTheory.volume) 0 T₀) (hre.intervalIntegrable T₀ T)
    have h3 : ∫ t in T₀..T, (autocorrelation H A t).re ≤ ∫ _t in T₀..T, c :=
      intervalIntegral.integral_mono_on hT₀ (hre.intervalIntegrable T₀ T)
        (continuous_const.intervalIntegrable T₀ T) fun t ht => hlow t ht.1
    rw [intervalIntegral.integral_const, smul_eq_mul] at h3
    have h4 : (∫ t in (0 : ℝ)..T, autocorrelation H A t).re ≤ M + (T - T₀) * c := by
      linarith
    calc (timeAverage (autocorrelation H A) T).re
        = T⁻¹ * (∫ t in (0 : ℝ)..T, autocorrelation H A t).re := by
          rw [timeAverage, ← Complex.ofReal_inv, Complex.re_ofReal_mul]
      _ ≤ T⁻¹ * (M + (T - T₀) * c) := mul_le_mul_of_nonneg_left h4 (inv_pos.mpr hT).le
      _ = T⁻¹ * (M - T₀ * c) + c * (T⁻¹ * T) := by ring
      _ = T⁻¹ * (M - T₀ * c) + c := by rw [inv_mul_cancel₀ hT.ne', mul_one]
  rw [Complex.ofReal_re] at hle
  linarith
```

## Two spins exchanging polarization

The flip-flop Hamiltonian, with unit coupling, exchanges ↑↓ and ↓↑.

```lean
/-- The flip-flop Hamiltonian of two spins one-half, in the basis `↑↑, ↑↓, ↓↑, ↓↓`. -/
def flipFlop : Matrix (Fin 4) (Fin 4) ℂ := !![0, 0, 0, 0; 0, 0, 1, 0; 0, 1, 0, 0; 0, 0, 0, 0]
```

The observed A is the first spin's polarization.

```lean
/-- The Pauli `z` polarization of the first spin. -/
def firstZ : Matrix (Fin 4) (Fin 4) ℂ := !![1, 0, 0, 0; 0, 1, 0, 0; 0, 0, -1, 0; 0, 0, 0, -1]
```

The conserved Q is the total polarization.

```lean
/-- The sum of the Pauli `z` polarizations of both spins. -/
def totalZ : Matrix (Fin 4) (Fin 4) ℂ := !![2, 0, 0, 0; 0, 0, 0, 0; 0, 0, 0, 0; 0, 0, 0, -2]
```

The projectors onto ↑↑ and ↓↓ supply an orthonormal conserved family.

```lean
/-- The projectors onto `↑↑` and `↓↓`. -/
def outer (k : Fin 2) : Matrix (Fin 4) (Fin 4) ℂ :=
  Matrix.diagonal (![![1, 0, 0, 0], ![0, 0, 0, 1]] k)
```

Entrywise checks confirm the hypotheses and give tr(AQ) = 4 and tr(Q²) = 8. The floor is therefore 16/8 = 2, or half of the initial value C(0) = tr(A²) = 4.

```lean
/-- Under the flip-flop Hamiltonian the first spin's polarization is not conserved but
overlaps the conserved total; the projectors onto `↑↑` and `↓↓` are conserved and orthonormal. -/
theorem flipFlop_witness :
    flipFlop.IsHermitian ∧ firstZ.IsHermitian ∧ totalZ.IsHermitian ∧
    Commute totalZ flipFlop ∧ ¬ Commute firstZ flipFlop ∧
    overlap firstZ totalZ = 4 ∧ overlap totalZ totalZ = 8 ∧
    (∀ k, (outer k).IsHermitian ∧ Commute (outer k) flipFlop) ∧
    ∀ j k, overlap (outer j) (outer k) = if j = k then 1 else 0 := by
  refine ⟨?_, ?_, ?_, ?_, ?_, ?_, ?_, fun k => ⟨?_, ?_⟩, fun j k => ?_⟩
  · refine Matrix.IsHermitian.ext fun i j => ?_
    fin_cases i <;> fin_cases j <;> simp [flipFlop]
  · refine Matrix.IsHermitian.ext fun i j => ?_
    fin_cases i <;> fin_cases j <;> simp [firstZ]
  · refine Matrix.IsHermitian.ext fun i j => ?_
    fin_cases i <;> fin_cases j <;> simp [totalZ]
  · refine Matrix.ext fun i j => ?_
    fin_cases i <;> fin_cases j <;>
      simp [totalZ, flipFlop, Matrix.mul_apply, Fin.sum_univ_succ]
  · intro h
    have h12 := congrFun (congrFun h.eq 1) 2
    norm_num [firstZ, flipFlop, Matrix.mul_apply, Fin.sum_univ_succ] at h12
    have h1 : (1 : ℂ) = -1 := h12
    norm_num at h1
  · norm_num [overlap, firstZ, totalZ, Matrix.trace, Matrix.mul_apply, Fin.sum_univ_succ]
  · norm_num [overlap, totalZ, Matrix.trace, Matrix.mul_apply, Fin.sum_univ_succ]
  · refine Matrix.IsHermitian.ext fun i j => ?_
    fin_cases k <;> fin_cases i <;> fin_cases j <;> simp [outer]
  · refine Matrix.ext fun i j => ?_
    rw [outer, Matrix.diagonal_mul, Matrix.mul_diagonal]
    fin_cases k <;> fin_cases i <;> fin_cases j <;> simp [flipFlop]
  · fin_cases j <;> fin_cases k <;> simp [overlap, outer, Fin.sum_univ_succ]

end

end ConservedPolarization
```

```lean
#print axioms ConservedPolarization.autocorrelation_sub
#print axioms ConservedPolarization.mazur_bound_family
#print axioms ConservedPolarization.no_depletion
```

```
'ConservedPolarization.autocorrelation_sub' depends on axioms: [propext, Classical.choice, Quot.sound]
'ConservedPolarization.mazur_bound_family' depends on axioms: [propext, Classical.choice, Quot.sound]
'ConservedPolarization.no_depletion' depends on axioms: [propext, Classical.choice, Quot.sound]
```
